# Over any orthonormal basis on a finite ring, the unfolding weights at fixed $k$ sum to the number of orbitals per cell

After unfolding the states of a supercell onto the wavevectors of its primitive cell, one can add up the weights at one wavevector and compare the total with the number of orbitals per primitive cell. If the states are orthonormal and every primitive cell in the supercell carries the same orthonormal orbitals, a smaller total means that some states are missing, and a larger one signals an error. The comparison is justified here for non-interacting particles on a finite one-dimensional ring, with the supercell taken to be the whole ring.

```lean
import Mathlib

open scoped InnerProductSpace ComplexConjugate

namespace UnfoldingSumRule

noncomputable section
```

## States, plane waves and weights

The ring has $N\ge 1$ cells, labelled by $x$ modulo $N$, and each cell carries the same finite set $B$ of orbitals. A state is a list of complex amplitudes $\psi(x,b)$. The Euclidean inner product, conjugate-linear in its first argument, makes the orbitals orthonormal, so a basis with a non-trivial overlap matrix is not covered.

```lean
/-- States on a ring of `N` cells with orbital set `B` in each cell. -/
abbrev CrystalState (N : ℕ) (B : Type*) := EuclideanSpace ℂ (ZMod N × B)
```

The plane wave of wavevector $k$ on orbital $b$ is

$$e_{k,b}(x,d)=\delta_{db}\,\frac{e^{2\pi i kx/N}}{\sqrt N}.$$

Here $k$ is an integer modulo $N$; for cell length $a$ it stands for the physical wavevector $2\pi k/(Na)$. The function `ZMod.stdAddChar` sends $j$ to $e^{2\pi i j/N}$.

```lean
variable {N : ℕ} [NeZero N] {B : Type*} [Fintype B] [DecidableEq B]

/-- The normalised plane wave of wavevector `k` on orbital `b`, with amplitude
`exp (2πi k x / N) / √N` in cell `x`. -/
def planeWave (k : ZMod N) (b : B) : CrystalState N B :=
  WithLp.toLp 2 fun p =>
    if p.2 = b then ZMod.stdAddChar (k * p.1) / (Real.sqrt N : ℂ) else 0
```

The unfolding weight of $\psi$ at $k$ adds the squared overlaps over orbitals:

$$W_\psi(k)=\sum_{b\in B}|\langle e_{k,b},\psi\rangle|^2 .$$

```lean
/-- The unfolding weight of the state `ψ` at wavevector `k`: its squared overlaps with the
plane waves at `k`, summed over orbitals. -/
def spectralWeight (ψ : CrystalState N B) (k : ZMod N) : ℝ :=
  ∑ b : B, ‖⟪planeWave k b, ψ⟫_ℂ‖ ^ 2
```

The amplitude formula holds by definition and is recorded for the overlap calculation.

```lean
omit [Fintype B] in
/-- The amplitude of a plane wave in cell `x` on orbital `d`. -/
theorem planeWave_apply (k : ZMod N) (b : B) (x : ZMod N) (d : B) :
    (planeWave k b).ofLp (x, d) =
      if d = b then ZMod.stdAddChar (k * x) / (Real.sqrt N : ℂ) else 0 := rfl
```

## Plane waves form an orthonormal basis

Only a common orbital contributes to an overlap, so

$$\langle e_{k,b},e_{q,c}\rangle=\delta_{bc}\,\frac1N\sum_{x=0}^{N-1}\omega^x,\qquad \omega=e^{2\pi i(q-k)/N}.$$

If $q=k$, every term is $1$ and the overlap is $\delta_{bc}$. Otherwise $\omega\neq1$ while $\omega^N=1$, and the geometric sum $(\omega^N-1)/(\omega-1)$ vanishes. In the proof, `hcell` carries out the orbital sum and `hsum` supplies the Fourier sum from Mathlib's orthogonality of characters.

```lean
/-- Two plane waves have overlap one if wavevector and orbital agree, and zero otherwise. -/
theorem planeWave_inner (k q : ZMod N) (b c : B) :
    ⟪planeWave k b, planeWave q c⟫_ℂ = if k = q ∧ b = c then 1 else 0 := by
  have hs : (Real.sqrt N : ℂ) * (Real.sqrt N : ℂ) = (N : ℂ) := by
    rw [← Complex.ofReal_mul, Real.mul_self_sqrt (Nat.cast_nonneg N)]
    simp
  have hN : (N : ℂ) ≠ 0 := Nat.cast_ne_zero.mpr (NeZero.ne N)
  -- the discrete Fourier sum over all cells
  have hsum : ∑ x : ZMod N, ZMod.stdAddChar (x * (q - k)) =
      if q - k = 0 then (N : ℂ) else 0 := by
    simpa [ZMod.card] using
      AddChar.sum_mulShift (q - k) (ZMod.isPrimitive_stdAddChar N)
  rw [PiLp.inner_apply, Fintype.sum_prod_type]
  by_cases hbc : b = c
  · subst hbc
    -- only the common orbital contributes in each cell
    have hcell : ∀ x : ZMod N,
        ∑ d : B, ⟪(planeWave k b).ofLp (x, d), (planeWave q b).ofLp (x, d)⟫_ℂ =
          ZMod.stdAddChar (x * (q - k)) / (N : ℂ) := by
      intro x
      have e : x * (q - k) = q * x + -(k * x) := by ring
      rw [Finset.sum_eq_single b]
      · rw [e, AddChar.map_add_eq_mul, AddChar.map_neg_eq_conj, ← hs]
        simp only [planeWave_apply, if_true, RCLike.inner_apply, map_div₀,
          Complex.conj_ofReal]
        ring
      · intro d _ hd
        simp [planeWave_apply, hd]
      · simp
    rw [Finset.sum_congr rfl (fun x _ => hcell x), ← Finset.sum_div, hsum]
    by_cases h : k = q
    · subst h
      simp [hN]
    · simp [h, sub_eq_zero, Ne.symm h]
  · rw [if_neg (fun h => hbc h.2)]
    refine Finset.sum_eq_zero fun x _ => Finset.sum_eq_zero fun d _ => ?_
    by_cases hd : d = b <;> simp [planeWave_apply, hd, hbc]
```

Read over all pairs $(k,b)$, this is orthonormality.

```lean
/-- The plane waves, labelled by wavevector and orbital, are orthonormal. -/
theorem planeWave_orthonormal :
    Orthonormal ℂ (fun p : ZMod N × B => planeWave p.1 p.2) := by
  rw [orthonormal_iff_ite]
  rintro ⟨k, b⟩ ⟨q, c⟩
  refine (planeWave_inner k q b c).trans ?_
  by_cases h1 : k = q <;> by_cases h2 : b = c <;> simp [h1, h2]
```

There are $N|B|$ plane waves in a space of dimension $N|B|$, so they form a basis. Parseval's identity then gives

$$\sum_k W_\psi(k)=\sum_{k,b}|\langle e_{k,b},\psi\rangle|^2=\|\psi\|^2 .$$

```lean
/-- The weights of a single state, summed over all wavevectors, give its squared norm. -/
theorem sum_wavevectors_spectralWeight (ψ : CrystalState N B) :
    ∑ k : ZMod N, spectralWeight ψ k = ‖ψ‖ ^ 2 := by
  have hon := planeWave_orthonormal (N := N) (B := B)
  -- as many plane waves as dimensions, so they span
  have hsp := hon.linearIndependent.span_eq_top_of_card_eq_finrank'
    finrank_euclideanSpace.symm
  have h := (OrthonormalBasis.mk hon hsp.ge).sum_sq_norm_inner_right ψ
  simp only [OrthonormalBasis.coe_mk, Fintype.sum_prod_type] at h
  exact h
```

## The sum over states at fixed $k$

Now let $\psi_m$ be any orthonormal basis and write $W_m$ for $W_{\psi_m}$. Exchanging the sums and applying Parseval to each plane wave gives

$$\sum_m W_m(k)=\sum_b\sum_m|\langle e_{k,b},\psi_m\rangle|^2=\sum_b\|e_{k,b}\|^2=|B|.$$

`Finset.sum_comm` makes the exchange, and `h` is the Parseval step. No Hamiltonian enters.

```lean
/-- Spectral sum rule at fixed `k`: over any orthonormal basis of states, the unfolding
weights at `k` sum to the number of orbitals per cell. -/
theorem spectral_sum_rule {ι : Type*} [Fintype ι]
    (ψ : OrthonormalBasis ι ℂ (CrystalState N B)) (k : ZMod N) :
    ∑ m, spectralWeight (ψ m) k = Fintype.card B := by
  unfold spectralWeight
  rw [Finset.sum_comm]
  have h : ∀ b : B, ∑ m, ‖⟪planeWave k b, ψ m⟫_ℂ‖ ^ 2 = 1 := by
    intro b
    have hn : ‖planeWave k b‖ = 1 := planeWave_orthonormal.1 (k, b)
    rw [ψ.sum_sq_norm_inner_left, hn, one_pow]
  simp [h]
```

Orthogonality matters. Take $N=2$ with one orbital, and write $e_0,e_1$ for the two plane waves. The states $e_0$ and $(e_0+e_1)/\sqrt2$ are normalised and span the space, yet their weights at $k=0$ sum to $1+\tfrac12=\tfrac32$ instead of $1$.

## Incomplete sets of states

If the $\psi_m$ are orthonormal but perhaps incomplete, subtracting from $e=e_{k,b}$ its projection onto them gives Bessel's inequality:

$$0\le\Big\|e-\sum_m\langle\psi_m,e\rangle\psi_m\Big\|^2=1-\sum_m|\langle e,\psi_m\rangle|^2 .$$

Summing over $b$ bounds the total weight by $|B|$.

```lean
/-- For a finite orthonormal set of states, complete or not, the weights at `k` sum to at
most the number of orbitals per cell. -/
theorem spectral_sum_le {ι : Type*} [Fintype ι] {ψ : ι → CrystalState N B}
    (hψ : Orthonormal ℂ ψ) (k : ZMod N) :
    ∑ m, spectralWeight (ψ m) k ≤ Fintype.card B := by
  unfold spectralWeight
  rw [Finset.sum_comm]
  have h : ∀ b : B, ∑ m, ‖⟪planeWave k b, ψ m⟫_ℂ‖ ^ 2 ≤ 1 := by
    intro b
    have hn : ‖planeWave k b‖ = 1 := planeWave_orthonormal.1 (k, b)
    have hb := hψ.sum_inner_products_le (planeWave k b) (s := Finset.univ)
    rw [hn, one_pow] at hb
    simpa only [norm_inner_symm] using hb
  calc ∑ b : B, ∑ m, ‖⟪planeWave k b, ψ m⟫_ℂ‖ ^ 2 ≤ ∑ _b : B, (1 : ℝ) :=
        Finset.sum_le_sum fun b _ => h b
    _ = Fintype.card B := by simp
```

Conversely, suppose that $M$ orthonormal states obey the sum rule at every $k$. Then

$$M=\sum_m\|\psi_m\|^2=\sum_m\sum_k W_m(k)=\sum_k\sum_m W_m(k)=N|B|.$$

These are as many independent vectors as the space has dimensions, so they span it. This count is `hcount`. In the other direction, a spanning orthonormal set is a basis, and the sum rule applies.

```lean
/-- A finite orthonormal set of states obeys the sum rule at every wavevector exactly when
it spans the whole state space. -/
theorem sum_rule_iff_complete {ι : Type*} [Fintype ι] {ψ : ι → CrystalState N B}
    (hψ : Orthonormal ℂ ψ) :
    (∀ k : ZMod N, ∑ m, spectralWeight (ψ m) k = Fintype.card B) ↔
      Submodule.span ℂ (Set.range ψ) = ⊤ := by
  constructor
  · intro h
    -- count the states by summing all weights in two orders
    have hcount : (Fintype.card ι : ℝ) = N * Fintype.card B := by
      calc (Fintype.card ι : ℝ) = ∑ m, ∑ k : ZMod N, spectralWeight (ψ m) k := by
            simp [sum_wavevectors_spectralWeight, hψ.1]
        _ = ∑ k : ZMod N, ∑ m, spectralWeight (ψ m) k := Finset.sum_comm
        _ = N * Fintype.card B := by simp [h, ZMod.card]
    have hcard : Fintype.card ι = N * Fintype.card B := by exact_mod_cast hcount
    apply hψ.linearIndependent.span_eq_top_of_card_eq_finrank'
    rw [finrank_euclideanSpace, Fintype.card_prod, ZMod.card, hcard]
  · intro h k
    have hk := spectral_sum_rule (OrthonormalBasis.mk hψ h.ge) k
    simpa only [OrthonormalBasis.coe_mk] using hk
```

## The energy-weighted sum

Let $H\psi_m=E_m\psi_m$ with real $E_m$. Expanding $e=e_{k,b}$ in eigenstates, as `hx` does, gives

$$He=\sum_m E_m\langle\psi_m,e\rangle\psi_m,\qquad \langle e,He\rangle=\sum_m E_m|\langle e,\psi_m\rangle|^2 .$$

The second identity is `key`. Summing it over $b$ yields

$$\sum_m E_mW_m(k)=\sum_b\langle e_{k,b},He_{k,b}\rangle .$$

$H$ need not commute with translations by one cell, so it may describe a defect, provided that every cell keeps the same set of orbitals. A vacancy that removes orbitals is not covered. Lean states the equality in the complex numbers, with the real left side embedded there.

```lean
/-- First-moment sum rule: for an orthonormal eigenbasis of `H` with real energies `E m`, the
energies weighted by the unfolding weights at `k` sum to the total of the expectation values
of `H` in the plane waves at `k`. -/
theorem first_moment_sum_rule {ι : Type*} [Fintype ι]
    (ψ : OrthonormalBasis ι ℂ (CrystalState N B))
    (H : CrystalState N B →ₗ[ℂ] CrystalState N B) (E : ι → ℝ)
    (hE : ∀ m, H (ψ m) = (E m : ℂ) • ψ m) (k : ZMod N) :
    ((∑ m, E m * spectralWeight (ψ m) k : ℝ) : ℂ) =
      ∑ b : B, ⟪planeWave k b, H (planeWave k b)⟫_ℂ := by
  have key : ∀ b : B, ⟪planeWave k b, H (planeWave k b)⟫_ℂ =
      ∑ m, (E m : ℂ) * (‖⟪planeWave k b, ψ m⟫_ℂ‖ : ℂ) ^ 2 := by
    intro b
    -- expand the plane wave in eigenstates before applying `H`
    have hx : H (planeWave k b) =
        ∑ m, ⟪ψ m, planeWave k b⟫_ℂ • (E m : ℂ) • ψ m := by
      conv_lhs => rw [← ψ.sum_repr' (planeWave k b)]
      simp only [map_sum, map_smul, hE]
    rw [hx, inner_sum]
    refine Finset.sum_congr rfl fun m _ => ?_
    rw [inner_smul_right, inner_smul_right, ← inner_conj_symm (ψ m) (planeWave k b)]
    linear_combination (E m : ℂ) * Complex.conj_mul' ⟪planeWave k b, ψ m⟫_ℂ
  rw [Finset.sum_congr rfl (fun b _ => key b)]
  simp only [spectralWeight, Complex.ofReal_sum, Complex.ofReal_mul, Complex.ofReal_pow,
    Finset.mul_sum]
  exact Finset.sum_comm

end

end UnfoldingSumRule
```

```lean
#print axioms UnfoldingSumRule.spectral_sum_rule
#print axioms UnfoldingSumRule.spectral_sum_le
#print axioms UnfoldingSumRule.sum_rule_iff_complete
#print axioms UnfoldingSumRule.first_moment_sum_rule
```

```
'UnfoldingSumRule.spectral_sum_rule' depends on axioms: [propext, Classical.choice, Quot.sound]
'UnfoldingSumRule.spectral_sum_le' depends on axioms: [propext, Classical.choice, Quot.sound]
'UnfoldingSumRule.sum_rule_iff_complete' depends on axioms: [propext, Classical.choice, Quot.sound]
'UnfoldingSumRule.first_moment_sum_rule' depends on axioms: [propext, Classical.choice, Quot.sound]
```

The same expansion handles the second moment: since $H^2\psi_m=E_m^2\psi_m$, replacing $H$ by $H^2$ gives $\sum_m E_m^2W_m(k)=\sum_b\langle e_{k,b},H^2e_{k,b}\rangle$.
